# A linear operator on a ring of Mp sites that commutes with the p-site shift splits into M Bloch blocks of dimension p

I have a periodic chain on an adaptive grid: the points crowd together near each nucleus, the same pattern of $p$ points repeats in $M$ cells, and the last cell joins the first. The couplings vary within a cell, so a shift by one site is in general not a symmetry, but the shift by $p$ sites is. I expect the Hamiltonian to split into $M$ blocks, one per Bloch phase, each of size $p$. Does this need Hermiticity? I would like to see the argument made rigorous and checked by machine.

## Answer

Hermiticity is not needed: linearity and commutation with the cell shift suffice.

### From the cell shift to the blocks

Let $M,p\ge 1$, let $\psi$ be a complex function on $\mathbb Z/(Mp)$, and put
$$(T\psi)(j)=\psi(j+p),\qquad c_\nu=e^{2\pi i\nu/M},\qquad V_\nu=\{\psi: T\psi=c_\nu\psi\},$$
with $\nu=0,\dots,M-1$. Let $H$ be linear with $HT=TH$.

**Invariance.** If $\psi\in V_\nu$, then $T(H\psi)=H(T\psi)=c_\nu H\psi$, so $H\psi\in V_\nu$.

**Orthogonality.** Take $\phi\in V_\nu$, $\psi\in V_\mu$ with $\nu\neq\mu$. Shifting the summation index gives
$$\langle\phi,\psi\rangle=\sum_j\phi(j+p)^*\psi(j+p)=c_\nu^*c_\mu\langle\phi,\psi\rangle .$$
Multiplying by $c_\nu$ and using $|c_\nu|=1$ gives $(c_\nu-c_\mu)\langle\phi,\psi\rangle=0$. The phases differ, so the overlap vanishes.

**Dimension.** Write $j=r+qp$ with $0\le r<p$ and $0\le q<M$. A function in $V_\nu$ satisfies $\psi(r+qp)=c_\nu^q\psi(r)$, so its first cell determines it. Conversely, any $p$ values extend by this formula. Passing from the last cell to the first is consistent because $c_\nu^M=1$. Hence $\dim V_\nu=p$.

**Spanning.** Let $X=c_\nu^{-1}T$ and $P_\nu=\frac1M\sum_{m=0}^{M-1}X^m$. Since $T^M=1$, also $X^M=1$, and $(1-X)\sum_m X^m=1-X^M=0$. Thus $TP_\nu\psi=c_\nu P_\nu\psi$, which puts $P_\nu\psi$ in $V_\nu$. Moreover,
$$\sum_\nu P_\nu=\frac1M\sum_{m=0}^{M-1}\Big(\sum_\nu c_\nu^{-m}\Big)T^m=1 .$$
The inner sum is $M$ for $m=0$. For $0<m<M$ it is $\sum_\nu y^\nu$ with $y=e^{-2\pi i m/M}\ne1$ and $y^M=1$, so $(1-y)\sum_\nu y^\nu=0$ and the sum vanishes. Every $\psi$ is therefore $\sum_\nu P_\nu\psi$.

### What the Lean statement says

`RingState M p` is the space of wave functions, `cellShift` is $T$, and `blochSpace M p ν` is $V_\nu$, with `ν : Fin M`. The operator `H` is any complex-linear endomorphism, and `Commute H (cellShift M p)` is the periodicity assumption. The four parts of `bloch_block_diagonalisation` are invariance, orthogonality, `finrank` equal to `p`, and spanning, written as a supremum of subspaces equal to `⊤`.

`overlap` is conjugate-linear in its first argument and gives every site weight one; on a non-uniform grid, it is the physical inner product once the square roots of the volume weights are absorbed into the amplitudes. The setting is a finite one-dimensional ring, so an infinite crystal with continuous crystal momentum is not covered. Nor does the theorem say that $H$ is diagonalisable inside a block.

```lean
import Mathlib

open scoped Real

namespace CyclicBloch

noncomputable section

/-- Complex wave functions on a ring of `M` cells with `p` grid points each. -/
abbrev RingState (M p : ℕ) := ZMod (M * p) → ℂ

/-- The translation by one cell, `(T ψ)(j) = ψ(j + p)`. -/
def cellShift (M p : ℕ) : Module.End ℂ (RingState M p) where
  toFun ψ := fun j => ψ (j + (p : ZMod (M * p)))
  map_add' _ _ := rfl
  map_smul' _ _ := rfl

/-- The Bloch phase `exp(2π i ν / M)`, for `ν = 0, …, M - 1`. -/
def blochPhase (M : ℕ) (ν : Fin M) : ℂ :=
  Complex.exp (2 * π * Complex.I * ((ν : ℕ) : ℂ) / M)

/-- The space of functions with `ψ(j + p) = exp(2π i ν / M) ψ(j)`. -/
def blochSpace (M p : ℕ) (ν : Fin M) : Submodule ℂ (RingState M p) where
  carrier := {ψ | ∀ j, ψ (j + (p : ZMod (M * p))) = blochPhase M ν * ψ j}
  zero_mem' := fun j =>
    show (0 : RingState M p) j = blochPhase M ν * (0 : RingState M p) j from
      (mul_zero (blochPhase M ν)).symm
  add_mem' := fun {a b} ha hb j =>
    (congrArg₂ (· + ·) (ha j) (hb j)).trans (mul_add _ (a j) (b j)).symm
  smul_mem' := fun c ψ h j =>
    (congrArg (c * ·) (h j)).trans (mul_left_comm c _ (ψ j))

/-- The average of the cell translations weighted with inverse Bloch phases. -/
def blochProjector (M p : ℕ) (ν : Fin M) : Module.End ℂ (RingState M p) :=
  (M : ℂ)⁻¹ • ∑ m ∈ Finset.range M, ((blochPhase M ν)⁻¹ • cellShift M p) ^ m

/-- The overlap `∑ⱼ φ(j)* ψ(j)` of two states on the ring. -/
def overlap {M p : ℕ} [NeZero M] [NeZero p] (φ ψ : RingState M p) : ℂ :=
  ∑ j, star (φ j) * ψ j

/-- The Hamiltonian with site energies `v` and bond couplings `t`:
`(Hψ)(j) = v(j) ψ(j) - t(j) ψ(j+1) - t(j-1) ψ(j-1)`. -/
def hopping (M p : ℕ) (v t : ZMod (M * p) → ℝ) : Module.End ℂ (RingState M p) where
  toFun ψ := fun j => (v j : ℂ) * ψ j - (t j : ℂ) * ψ (j + 1) - (t (j - 1) : ℂ) * ψ (j - 1)
  map_add' a b := by
    funext j
    simp only [Pi.add_apply]
    ring
  map_smul' c a := by
    funext j
    simp only [Pi.smul_apply, smul_eq_mul, RingHom.id_apply]
    ring

variable {M p : ℕ} [NeZero M] [NeZero p]

omit [NeZero p] in
/-- The Bloch phases are the successive powers of one primitive `M`-th root of unity. -/
theorem blochPhase_root (M : ℕ) [NeZero M] :
    ∃ ζ : ℂ, IsPrimitiveRoot ζ M ∧ ∀ ν : Fin M, blochPhase M ν = ζ ^ (ν : ℕ) := by
  refine ⟨_, Complex.isPrimitiveRoot_exp M (NeZero.ne M), fun ν => ?_⟩
  rw [blochPhase, ← Complex.exp_nat_mul]
  congr 1
  ring

omit [NeZero M] [NeZero p] in
/-- A state lies in a Bloch space exactly when the cell translation multiplies it by the phase. -/
theorem mem_blochSpace_iff {ν : Fin M} {ψ : RingState M p} :
    ψ ∈ blochSpace M p ν ↔ cellShift M p ψ = blochPhase M ν • ψ :=
  ⟨fun h => funext h, fun h j => congrFun h j⟩

/-- Each Bloch space has as many dimensions as a cell has grid points. -/
theorem finrank_blochSpace (ν : Fin M) : Module.finrank ℂ (blochSpace M p ν) = p := by
  have hp : ∀ n, n % p < p := fun n => Nat.mod_lt n (NeZero.pos p)
  have hc : blochPhase M ν ^ M = 1 := by
    obtain ⟨ζ, hζ, hν⟩ := blochPhase_root M
    rw [hν, ← pow_mul, mul_comm, pow_mul, hζ.pow_eq_one, one_pow]
  -- a Bloch function is fixed by its values in the first cell
  have cell : ∀ ψ ∈ blochSpace M p ν, ∀ j : ZMod (M * p),
      ψ j = blochPhase M ν ^ (j.val / p) * ψ ((j.val % p : ℕ) : ZMod (M * p)) := by
    intro ψ h j
    have h' : ∀ i, ψ (i + (p : ZMod (M * p))) = blochPhase M ν * ψ i := h
    have key : ∀ (q : ℕ) (i : ZMod (M * p)),
        ψ (i + (q : ZMod (M * p)) * (p : ZMod (M * p))) = blochPhase M ν ^ q * ψ i := by
      intro q
      induction q with
      | zero => intro i; simp
      | succ q ih =>
        intro i
        have e : i + ((q + 1 : ℕ) : ZMod (M * p)) * (p : ZMod (M * p))
            = (i + (q : ZMod (M * p)) * (p : ZMod (M * p))) + (p : ZMod (M * p)) := by
          push_cast; ring
        rw [e, h', ih, pow_succ]
        ring
    have hj : ((j.val % p : ℕ) : ZMod (M * p))
        + ((j.val / p : ℕ) : ZMod (M * p)) * (p : ZMod (M * p)) = j := by
      rw [← Nat.cast_mul, ← Nat.cast_add, Nat.mod_add_div', ZMod.natCast_zmod_val]
    exact (congrArg ψ hj).symm.trans (key _ _)
  let R : blochSpace M p ν →ₗ[ℂ] (Fin p → ℂ) :=
    { toFun := fun ψ r => ψ.1 ((r : ℕ) : ZMod (M * p))
      map_add' := fun _ _ => rfl
      map_smul' := fun _ _ => rfl }
  have hinj : Function.Injective R := by
    intro ψ φ h
    apply Subtype.ext
    funext j
    have h' : ψ.1 ((j.val % p : ℕ) : ZMod (M * p)) = φ.1 ((j.val % p : ℕ) : ZMod (M * p)) :=
      congrFun h ⟨j.val % p, hp _⟩
    exact (cell _ ψ.2 j).trans ((congrArg _ h').trans (cell _ φ.2 j).symm)
  -- any values in the first cell extend consistently around the ring
  have hsurj : Function.Surjective R := by
    intro u
    refine ⟨⟨fun j => blochPhase M ν ^ (j.val / p) * u ⟨j.val % p, hp _⟩, ?_⟩, ?_⟩
    · intro j
      have hv : (j + (p : ZMod (M * p))).val = (j.val + p) % (M * p) := by
        rw [ZMod.val_add, ZMod.val_natCast, Nat.add_mod_mod]
      have hd : (j + (p : ZMod (M * p))).val / p = (j.val / p + 1) % M := by
        rw [hv, Nat.mod_mul_left_div_self, Nat.add_div_right _ (NeZero.pos p)]
      have hf : (⟨(j + (p : ZMod (M * p))).val % p, hp _⟩ : Fin p) = ⟨j.val % p, hp _⟩ :=
        Fin.ext (by
          show (j + (p : ZMod (M * p))).val % p = j.val % p
          rw [hv, Nat.mod_mul_left_mod, Nat.add_mod_right])
      show blochPhase M ν ^ ((j + (p : ZMod (M * p))).val / p)
          * u ⟨(j + (p : ZMod (M * p))).val % p, hp _⟩
        = blochPhase M ν * (blochPhase M ν ^ (j.val / p) * u ⟨j.val % p, hp _⟩)
      rw [hf, hd, ← pow_eq_pow_mod _ hc, pow_succ]
      ring
    · funext r
      have hr : ((r : ℕ) : ZMod (M * p)).val = r :=
        ZMod.val_natCast_of_lt (r.2.trans_le (Nat.le_mul_of_pos_left p (NeZero.pos M)))
      have hf : (⟨((r : ℕ) : ZMod (M * p)).val % p, hp _⟩ : Fin p) = r :=
        Fin.ext (by
          show ((r : ℕ) : ZMod (M * p)).val % p = r
          rw [hr, Nat.mod_eq_of_lt r.2])
      show blochPhase M ν ^ (((r : ℕ) : ZMod (M * p)).val / p)
        * u ⟨((r : ℕ) : ZMod (M * p)).val % p, hp _⟩ = u r
      rw [hf, hr, Nat.div_eq_of_lt r.2, pow_zero, one_mul]
  rw [(LinearEquiv.ofBijective R ⟨hinj, hsurj⟩).finrank_eq]
  simp

omit [NeZero p] in
/-- The Bloch projector sends every state into the corresponding Bloch space. -/
theorem blochProjector_mem (ν : Fin M) (ψ : RingState M p) :
    blochProjector M p ν ψ ∈ blochSpace M p ν := by
  have key : ∀ (m : ℕ) (φ : RingState M p) (j : ZMod (M * p)),
      (cellShift M p ^ m) φ j = φ (j + (m : ZMod (M * p)) * (p : ZMod (M * p))) := by
    intro m
    induction m with
    | zero => intro φ j; simp
    | succ m ih =>
      intro φ j
      rw [pow_succ', Module.End.mul_apply]
      show (cellShift M p ^ m) φ (j + (p : ZMod (M * p))) = _
      rw [ih]
      congr 1
      push_cast
      ring
  -- M cell translations go once around the ring
  have hT : cellShift M p ^ M = 1 := by
    refine LinearMap.ext fun φ => funext fun j => ?_
    rw [key, ← Nat.cast_mul, ZMod.natCast_self, add_zero, Module.End.one_apply]
  have hX : ((blochPhase M ν)⁻¹ • cellShift M p) ^ M = 1 := by
    obtain ⟨ζ, hζ, hν⟩ := blochPhase_root M
    rw [smul_pow, hT, inv_pow, hν, ← pow_mul, mul_comm (ν : ℕ) M, pow_mul, hζ.pow_eq_one, one_pow,
      inv_one, one_smul]
  have g := mul_neg_geom_sum ((blochPhase M ν)⁻¹ • cellShift M p) M
  rw [hX, sub_self, sub_mul, one_mul, sub_eq_zero] at g
  set S := ∑ m ∈ Finset.range M, ((blochPhase M ν)⁻¹ • cellShift M p) ^ m
  have hS : S ψ = (blochPhase M ν)⁻¹ • cellShift M p (S ψ) := LinearMap.congr_fun g ψ
  have hS' := (eq_inv_smul_iff₀ (Complex.exp_ne_zero _ : blochPhase M ν ≠ 0)).mp hS
  rw [mem_blochSpace_iff]
  show cellShift M p ((M : ℂ)⁻¹ • S ψ) = blochPhase M ν • (M : ℂ)⁻¹ • S ψ
  rw [map_smul, ← hS']
  exact smul_comm _ _ _

omit [NeZero p] in
/-- Every state is the sum of its Bloch components. -/
theorem sum_blochProjector (ψ : RingState M p) : ∑ ν, blochProjector M p ν ψ = ψ := by
  have hM : (M : ℂ) ≠ 0 := Nat.cast_ne_zero.mpr (NeZero.ne M)
  -- the phases of a non-trivial translation cancel
  have phases : ∀ m < M, m ≠ 0 → ∑ ν : Fin M, ((blochPhase M ν)⁻¹) ^ m = 0 := by
    intro m hm h0
    obtain ⟨ζ, hζ, hν⟩ := blochPhase_root M
    have hy : (ζ ^ m)⁻¹ ≠ 1 := fun h => not_le_of_gt hm
      (Nat.le_of_dvd (Nat.pos_of_ne_zero h0) (hζ.dvd_of_pow_eq_one m (inv_eq_one.mp h)))
    have hyM : ((ζ ^ m)⁻¹) ^ M = 1 := by
      rw [inv_pow, ← pow_mul, mul_comm, pow_mul, hζ.pow_eq_one, one_pow, inv_one]
    have g := mul_neg_geom_sum ((ζ ^ m)⁻¹) M
    rw [hyM, sub_self] at g
    rw [← (mul_eq_zero.mp g).resolve_left (sub_ne_zero.mpr hy.symm),
      ← Fin.sum_univ_eq_sum_range (fun k => ((ζ ^ m)⁻¹) ^ k) M]
    refine Finset.sum_congr rfl fun ν _ => ?_
    show ((blochPhase M ν)⁻¹) ^ m = ((ζ ^ m)⁻¹) ^ (ν : ℕ)
    rw [hν, inv_pow, inv_pow, ← pow_mul, ← pow_mul, mul_comm (ν : ℕ) m]
  have total : ∑ ν, blochProjector M p ν = 1 := by
    simp only [blochProjector, smul_pow]
    rw [← Finset.smul_sum, Finset.sum_comm]
    simp only [← Finset.sum_smul]
    rw [Finset.sum_eq_single 0]
    · simp only [pow_zero, Finset.sum_const, Finset.card_univ, Fintype.card_fin,
        nsmul_eq_mul, mul_one]
      rw [smul_smul, inv_mul_cancel₀ hM, one_smul]
    · intro m hm h0
      rw [phases m (Finset.mem_range.mp hm) h0, zero_smul]
    · intro h
      exact absurd (Finset.mem_range.mpr (NeZero.pos M)) h
  rw [← LinearMap.sum_apply, total, Module.End.one_apply]

/-- States from different Bloch spaces are orthogonal. -/
theorem overlap_eq_zero {ν μ : Fin M} (hne : ν ≠ μ) {φ ψ : RingState M p}
    (hφ : φ ∈ blochSpace M p ν) (hψ : ψ ∈ blochSpace M p μ) : overlap φ ψ = 0 := by
  have hab : blochPhase M ν ≠ blochPhase M μ := by
    obtain ⟨ζ, hζ, hν⟩ := blochPhase_root M
    rw [hν, hν]
    exact fun h => hne (Fin.ext (hζ.pow_inj ν.2 μ.2 h))
  have hnorm : ‖blochPhase M ν‖ = 1 := by
    have e : blochPhase M ν
        = Complex.exp (((2 * π * ((ν : ℕ) : ℝ) / M : ℝ) : ℂ) * Complex.I) := by
      rw [blochPhase]
      congr 1
      push_cast
      ring
    rw [e, Complex.norm_exp_ofReal_mul_I]
  have h2 : blochPhase M ν * star (blochPhase M ν) = 1 := by
    rw [Complex.star_def, Complex.mul_conj, Complex.normSq_eq_norm_sq, hnorm]
    simp
  have hφ' : ∀ j, φ (j + (p : ZMod (M * p))) = blochPhase M ν * φ j := hφ
  have hψ' : ∀ j, ψ (j + (p : ZMod (M * p))) = blochPhase M μ * ψ j := hψ
  -- translating both states leaves the overlap unchanged
  have h1 : star (blochPhase M ν) * blochPhase M μ * overlap φ ψ = overlap φ ψ := by
    calc star (blochPhase M ν) * blochPhase M μ * overlap φ ψ
        = ∑ j, star (φ (j + (p : ZMod (M * p)))) * ψ (j + (p : ZMod (M * p))) := by
          rw [overlap, Finset.mul_sum]
          refine Finset.sum_congr rfl fun j _ => ?_
          rw [hφ' j, hψ' j, star_mul']
          ring
      _ = overlap φ ψ :=
          Equiv.sum_comp (Equiv.addRight (p : ZMod (M * p))) (fun j => star (φ j) * ψ j)
  have h3 : (blochPhase M ν - blochPhase M μ) * overlap φ ψ = 0 := by
    linear_combination (blochPhase M μ * overlap φ ψ) * h2 - blochPhase M ν * h1
  exact (mul_eq_zero.mp h3).resolve_left (sub_ne_zero.mpr hab)

/-- Cyclic Bloch block diagonalisation: if `H` commutes with the cell translation, the Bloch
spaces are `H`-invariant, mutually orthogonal, of dimension `p`, and span all states. -/
theorem bloch_block_diagonalisation (H : Module.End ℂ (RingState M p))
    (hH : Commute H (cellShift M p)) :
    (∀ ν, ∀ ψ ∈ blochSpace M p ν, H ψ ∈ blochSpace M p ν) ∧
    (∀ ν μ, ν ≠ μ → ∀ φ ∈ blochSpace M p ν, ∀ ψ ∈ blochSpace M p μ, overlap φ ψ = 0) ∧
    (∀ ν, Module.finrank ℂ (blochSpace M p ν) = p) ∧
    (⨆ ν, blochSpace M p ν) = ⊤ := by
  refine ⟨fun ν ψ hψ => ?_, fun ν μ hne φ hφ ψ hψ => overlap_eq_zero hne hφ hψ,
    finrank_blochSpace, ?_⟩
  · have h : H (cellShift M p ψ) = cellShift M p (H ψ) := LinearMap.congr_fun hH.eq ψ
    rw [mem_blochSpace_iff, ← h, mem_blochSpace_iff.mp hψ, map_smul]
  · rw [eq_top_iff]
    intro ψ _
    rw [← sum_blochProjector ψ]
    exact Submodule.sum_mem _ fun ν _ =>
      Submodule.mem_iSup_of_mem ν (blochProjector_mem ν ψ)

omit [NeZero p] in
/-- Conversely, an operator that preserves every Bloch space commutes with the cell translation. -/
theorem commute_of_invariant (H : Module.End ℂ (RingState M p))
    (h : ∀ ν, ∀ ψ ∈ blochSpace M p ν, H ψ ∈ blochSpace M p ν) :
    Commute H (cellShift M p) := by
  refine LinearMap.ext fun ψ => ?_
  show H (cellShift M p ψ) = cellShift M p (H ψ)
  rw [← sum_blochProjector ψ]
  simp only [map_sum]
  refine Finset.sum_congr rfl fun ν _ => ?_
  have hm := blochProjector_mem ν ψ
  rw [mem_blochSpace_iff.mp hm, map_smul, mem_blochSpace_iff.mp (h ν _ hm)]

omit [NeZero p] in
/-- Every eigenvalue of a cell-periodic `H` has an eigenvector in one of the Bloch spaces. -/
theorem exists_bloch_eigenvector (H : Module.End ℂ (RingState M p))
    (hH : Commute H (cellShift M p)) {E : ℂ} {ψ : RingState M p} (h0 : ψ ≠ 0)
    (hE : H ψ = E • ψ) : ∃ ν, ∃ φ ∈ blochSpace M p ν, φ ≠ 0 ∧ H φ = E • φ := by
  -- some Bloch component of ψ survives
  have hex : ∃ ν, blochProjector M p ν ψ ≠ 0 := by
    by_contra hcon
    push Not at hcon
    exact h0 ((sum_blochProjector ψ).symm.trans (Finset.sum_eq_zero fun ν _ => hcon ν))
  obtain ⟨ν, hν⟩ := hex
  have hP : Commute H (blochProjector M p ν) :=
    (Commute.sum_right _ _ _ fun m _ => (hH.smul_right _).pow_right m).smul_right _
  have e : H (blochProjector M p ν ψ) = blochProjector M p ν (H ψ) :=
    LinearMap.congr_fun hP.eq ψ
  exact ⟨ν, _, blochProjector_mem ν ψ, hν, by rw [e, hE, map_smul]⟩

omit [NeZero M] [NeZero p] in
/-- The hopping Hamiltonian with `p`-periodic site energies and couplings commutes with the
cell translation. -/
theorem hopping_commute_witness (v t : ZMod (M * p) → ℝ)
    (hv : ∀ j, v (j + (p : ZMod (M * p))) = v j)
    (ht : ∀ j, t (j + (p : ZMod (M * p))) = t j) :
    Commute (hopping M p v t) (cellShift M p) := by
  refine LinearMap.ext fun ψ => funext fun j => ?_
  have e1 : j + (p : ZMod (M * p)) + 1 = j + 1 + (p : ZMod (M * p)) := by ring
  have e2 : j + (p : ZMod (M * p)) - 1 = j - 1 + (p : ZMod (M * p)) := by ring
  show (v j : ℂ) * ψ (j + (p : ZMod (M * p))) - (t j : ℂ) * ψ (j + 1 + (p : ZMod (M * p)))
      - (t (j - 1) : ℂ) * ψ (j - 1 + (p : ZMod (M * p)))
    = (v (j + (p : ZMod (M * p))) : ℂ) * ψ (j + (p : ZMod (M * p)))
      - (t (j + (p : ZMod (M * p))) : ℂ) * ψ (j + (p : ZMod (M * p)) + 1)
      - (t (j + (p : ZMod (M * p)) - 1) : ℂ) * ψ (j + (p : ZMod (M * p)) - 1)
  rw [e1, e2, hv j, ht j, ht (j - 1)]

end

end CyclicBloch
```

```lean
#print axioms CyclicBloch.bloch_block_diagonalisation
#print axioms CyclicBloch.commute_of_invariant
#print axioms CyclicBloch.exists_bloch_eigenvector
```

```
'CyclicBloch.bloch_block_diagonalisation' depends on axioms: [propext, Classical.choice, Quot.sound]
'CyclicBloch.commute_of_invariant' depends on axioms: [propext, Classical.choice, Quot.sound]
'CyclicBloch.exists_bloch_eigenvector' depends on axioms: [propext, Classical.choice, Quot.sound]
```

### How the proof follows the derivation

`blochPhase_root` writes the phases as powers of a primitive root, which supplies both $c_\nu^M=1$ and their distinctness. `finrank_blochSpace` shows that restriction to the first cell, `R`, is bijective; the quotient and remainder of `j.val` by `p` are $q$ and $r$, and `pow_eq_pow_mod` handles the wraparound.

`blochProjector_mem` and `sum_blochProjector` use the geometric-sum identity `mul_neg_geom_sum`, first for $X$, then for $y$. In `overlap_eq_zero`, `Equiv.sum_comp` shifts the index and `linear_combination` produces the factor $c_\nu-c_\mu$. The main theorem assembles these results.

Three further theorems complete the picture:

- `commute_of_invariant` gives the converse, by comparing $HT$ and $TH$ on each component $P_\nu\psi$.
- `exists_bloch_eigenvector` finds a Bloch eigenvector for every eigenvalue: some $P_\nu\psi$ is nonzero, and $H$ commutes with $P_\nu$.
- `hopping_commute_witness` verifies the commutation hypothesis for a nearest-neighbour model of your chain, in which the site energies and couplings are both $p$-periodic and may vary within a cell.

### Cell-and-site labels instead of a ring index

States could also be functions on `ZMod M × Fin p`, a cell label and a site label. The division with remainder would disappear from the dimension count, but nearest-neighbour hopping would need a separate case at the cell edge.

### The blocks in a band calculation

For this non-interacting finite chain, a code can loop over $\nu$ and diagonalise a $p\times p$ matrix for each value. With `hopping` and $p\ge3$, it is the matrix of one open cell plus the corner entries $-t(p-1)c_\nu^{-1}$ in row $0$, column $p-1$, and $-t(p-1)c_\nu$ in the opposite corner. Dense diagonalisation then scales as $Mp^3$ instead of $(Mp)^3$. An eigenvector normalised on one cell needs a factor $1/\sqrt M$ when extended to the ring.
